# A finite, positively weighted sum of squared form factors of q-independent pair densities on a finite grid, divided by q², stays bounded as q → 0 exactly when every pair density is neutral

An electric field of long wavelength polarises an insulator by mixing occupied orbitals with empty ones. Each such transition $p$ has a pair density $n_p$, the product of the conjugate of one orbital with the other. In the random-phase approximation, the dielectric response contains the squared Fourier component of $n_p$ at wavevector $q$, multiplied by the Coulomb factor, which in three dimensions is proportional to $1/q^2$. The response at small $q$ is therefore sensitive to any net charge in $n_p$.

With ultrasoft pseudopotentials this charge needs care. The smooth orbitals are not orthogonal in the ordinary sense, so their plain product generally carries a charge, and augmentation functions must be added to it. The question is which condition on the pair densities keeps the quotient finite, and what augmentation contributes to it.

The model has finitely many transitions (the type `P`), grid points (`R`) and augmentation channels (`A`).

In Lean 4 with Mathlib:

```lean
import Mathlib

open Filter Topology ComplexConjugate

namespace UltrasoftLongWavelength

noncomputable section

variable {P R A : Type*} [Fintype P] [Fintype R] [Fintype A]
```

## Form factors and the small-q quotient

Grid point $r$ has a real position $x_r$, which can be read as the component of its position vector along the direction of the wavevector. A complex density $\rho$ on the grid has the form factor

$$\tilde\rho(q)=\sum_r e^{iqx_r}\rho(r).$$

```lean
/-- The form factor `∑ r, exp(i q x_r) ρ(r)` of a complex density on a finite grid. -/
def formFactor (x : R → ℝ) (ρ : R → ℂ) (q : ℝ) : ℂ :=
  ∑ r, Complex.exp (Complex.I * (q : ℂ) * (x r : ℂ)) * ρ r
```

The positions are arbitrary real numbers, with no lattice or periodicity. Any volume element of the grid is absorbed into the density.

The first moment of the density is its dipole, $d[\rho]=\sum_r x_r\,\rho(r)$.

```lean
/-- The dipole moment `∑ r, x_r ρ(r)` of a complex density. -/
def dipole (x : R → ℝ) (ρ : R → ℂ) : ℂ := ∑ r, (x r : ℂ) * ρ r
```

Given real weights $w_p$, the quantity of interest is

$$X(q)=\sum_p w_p\,|\tilde n_p(q)|^2 .$$

```lean
/-- The weighted sum `X(q)` of squared form factors over all transitions. -/
def transitionSum (w : P → ℝ) (x : R → ℝ) (n : P → R → ℂ) (q : ℝ) : ℝ :=
  ∑ p, w p * ‖formFactor x (n p) q‖ ^ 2
```

The weights stand for the occupation factors and inverse excitation energies of the static response, which are positive for transitions from occupied to empty states across a gap. The pair densities do not depend on $q$. This suits a finite system, whereas in a crystal the Bloch orbitals at $k$ and $k+q$ would make $n_p$ itself change with $q$.

Boundedness means that there are a constant $C$ and a radius $\delta>0$ such that $X(q)/q^2\le C$ whenever $0<|q|<\delta$.

```lean
/-- `X(q)/q²` stays below a fixed constant for all sufficiently small nonzero `q`. -/
def BoundedAtSmallQ (X : ℝ → ℝ) : Prop :=
  ∃ C : ℝ, ∃ δ > 0, ∀ q : ℝ, q ≠ 0 → |q| < δ → X q / q ^ 2 ≤ C
```

Only an upper bound is required. For positive weights the quotient is never negative, so this is boundedness in the usual sense.

## Charge and dipole as the first two orders in q

At $q=0$ every phase factor equals one, so $\tilde\rho(0)=\sum_r\rho(r)$, the total charge.

```lean
/-- At zero wavevector the form factor is the total charge. -/
theorem formFactor_zero (x : R → ℝ) (ρ : R → ℂ) :
    formFactor x ρ 0 = ∑ r, ρ r := by
  simp [formFactor]
```

Differentiating the finite sum term by term gives

$$\tilde\rho'(0)=\sum_r i x_r e^{0}\rho(r)=i\,d[\rho],$$

and hence $\tilde\rho(q)=\sum_r\rho(r)+iq\,d[\rho]+o(q)$.

```lean
/-- The derivative of the form factor at zero wavevector is `i` times the dipole moment. -/
theorem formFactor_hasDerivAt_zero (x : R → ℝ) (ρ : R → ℂ) :
    HasDerivAt (formFactor x ρ) (Complex.I * dipole x ρ) 0 := by
  have h1 : HasDerivAt (fun q : ℝ => (q : ℂ)) 1 0 := by
    simpa using (hasDerivAt_id (0 : ℝ)).ofReal_comp
  have h (r : R) : HasDerivAt
      (fun q : ℝ => Complex.exp (Complex.I * (q : ℂ) * (x r : ℂ)) * ρ r)
      (Complex.I * (x r : ℂ) * ρ r) 0 :=
    (((h1.const_mul Complex.I).mul_const (x r : ℂ)).cexp.mul_const (ρ r)).congr_deriv
      (by simp)
  have hs := HasDerivAt.fun_sum (u := Finset.univ) (fun r _ => h r)
  exact hs.congr_deriv (by simp only [dipole, Finset.mul_sum, mul_assoc])
```

In the proof, `h` is the derivative of a single term, obtained from the chain rule for the exponential, and `HasDerivAt.fun_sum` adds the terms.

## Neutral pair densities leave a finite dipole strength

Suppose that $\sum_r n_p(r)=0$ for every $p$. Then $\tilde n_p(0)=0$, and the difference quotient of the form factor is simply

$$\frac{\tilde n_p(q)-\tilde n_p(0)}{q}=\frac{\tilde n_p(q)}{q}\longrightarrow i\,d[n_p].$$

Taking squared moduli removes the factor $i$. Multiplying by $w_p$ and summing over the finitely many transitions gives

$$\frac{X(q)}{q^2}=\sum_p w_p\left|\frac{\tilde n_p(q)}{q}\right|^2\longrightarrow\sum_p w_p\,|d[n_p]|^2 .$$

```lean
/-- If every pair density is neutral, `X(q)/q²` tends to the weighted sum of squared
dipole moments as `q` tends to zero. -/
theorem tendsto_dipole_strength (w : P → ℝ) (x : R → ℝ) (n : P → R → ℂ)
    (hn : ∀ p, ∑ r, n p r = 0) :
    Tendsto (fun q => transitionSum w x n q / q ^ 2) (𝓝[≠] 0)
      (𝓝 (∑ p, w p * ‖dipole x (n p)‖ ^ 2)) := by
  -- each weighted squared quotient converges to the weighted squared dipole moment
  have h (p : P) : Tendsto (fun q : ℝ => w p * (‖formFactor x (n p) q‖ ^ 2 / q ^ 2))
      (𝓝[≠] 0) (𝓝 (w p * ‖dipole x (n p)‖ ^ 2)) := by
    have hd := hasDerivAt_iff_tendsto_slope_zero.mp (formFactor_hasDerivAt_zero x (n p))
    have hl := (hd.norm.pow 2).const_mul (w p)
    have hI : ‖Complex.I * dipole x (n p)‖ = ‖dipole x (n p)‖ := by simp
    rw [hI] at hl
    refine hl.congr fun q => ?_
    rw [zero_add, formFactor_zero, hn p, sub_zero, norm_smul, norm_inv,
      Real.norm_eq_abs, mul_pow, inv_pow, sq_abs]
    ring
  refine (tendsto_finsetSum Finset.univ fun p _ => h p).congr fun q => ?_
  rw [transitionSum, Finset.sum_div]
  exact Finset.sum_congr rfl fun p _ => by ring
```

The filter `𝓝[≠] 0` expresses that $q$ approaches zero without being equal to it. The derivative becomes a limit of difference quotients through `hasDerivAt_iff_tendsto_slope_zero`, and the rewriting that follows uses neutrality to remove $\tilde n_p(0)$. The last three lines add the limits and bring the common denominator outside the sum. This direction needs no assumption on the signs of the weights.

## One net charge makes the quotient diverge

Now suppose that all weights are positive and that some transition $p_0$ has nonzero charge. No term of $X(0)$ is negative, so

$$X(0)\ge w_{p_0}\Bigl|\sum_r n_{p_0}(r)\Bigr|^2>0 .$$

$X$ is a finite sum of continuous functions and is therefore continuous. Near $q=0$ it exceeds $X(0)/2$, which gives

$$\frac{X(q)}{q^2}\ge\frac{X(0)}{2q^2}\longrightarrow\infty .$$

```lean
/-- If all weights are positive and some pair density carries a net charge, `X(q)/q²` diverges to
infinity as `q` tends to zero. -/
theorem tendsto_atTop_of_charged (w : P → ℝ) (hw : ∀ p, 0 < w p) (x : R → ℝ)
    (n : P → R → ℂ) (p₀ : P) (hp : ∑ r, n p₀ r ≠ 0) :
    Tendsto (fun q => transitionSum w x n q / q ^ 2) (𝓝[≠] 0) atTop := by
  have hc : Continuous (transitionSum w x n) := by
    unfold transitionSum formFactor
    fun_prop
  -- the numerator is strictly positive at zero wavevector
  have hpos : 0 < transitionSum w x n 0 := by
    unfold transitionSum
    refine Finset.sum_pos' (fun p _ => mul_nonneg (hw p).le (sq_nonneg _))
      ⟨p₀, Finset.mem_univ _, mul_pos (hw p₀) ?_⟩
    rw [formFactor_zero]
    exact pow_pos (norm_pos_iff.mpr hp) 2
  have hX : Tendsto (transitionSum w x n) (𝓝[≠] 0) (𝓝 (transitionSum w x n 0)) :=
    (hc.tendsto 0).mono_left nhdsWithin_le_nhds
  -- q² tends to zero from above, so its inverse diverges
  have hsq : Tendsto (fun q : ℝ => q ^ 2) (𝓝[≠] 0) (𝓝[>] 0) := by
    refine tendsto_nhdsWithin_iff.mpr ⟨?_, ?_⟩
    · have h0 : Tendsto (fun q : ℝ => q ^ 2) (𝓝 0) (𝓝 0) := by
        simpa using (continuous_pow 2 : Continuous fun q : ℝ => q ^ 2).tendsto 0
      exact h0.mono_left nhdsWithin_le_nhds
    · filter_upwards [self_mem_nhdsWithin] with q hq
      exact pow_pos (abs_pos.mpr hq) 2 |>.trans_eq (sq_abs q)
  have hinv : Tendsto (fun q : ℝ => (q ^ 2)⁻¹) (𝓝[≠] 0) atTop :=
    tendsto_inv_nhdsGT_zero.comp hsq
  exact (hX.pos_mul_atTop hpos hinv).congr fun q => (div_eq_mul_inv _ _).symm
```

Here `hpos` is the strict positivity of $X(0)$, and `hX` says, by continuity, that $X(q)$ tends to $X(0)$ as $q$ approaches zero through nonzero values. The statements `hsq` and `hinv` say that $q^2$ tends to zero from above and that its inverse therefore diverges. Instead of the explicit bound by $X(0)/2$, the proof uses `pos_mul_atTop`: a factor with a positive limit times a factor that tends to infinity tends to infinity.

Positivity of the weights matters here. A transition of zero weight could carry a charge without any trace in $X$, and weights of opposite sign could cancel one charge against another.

## The equivalence

The two limits settle both directions. If $X(q)/q^2\le C$ for $0<|q|<\delta$ and some pair density had a charge, the divergence would supply a nonzero $q$ inside that interval with $X(q)/q^2>C$, a contradiction. Conversely, if all pair densities are neutral, the quotient has the finite limit $L=\sum_p w_p|d[n_p]|^2$, so it lies below $L+1$ on some punctured interval around zero.

```lean
/-- For positive weights, `X(q)/q²` is bounded at small nonzero `q` if and only if
every pair density has zero total charge. -/
theorem bounded_iff_neutral (w : P → ℝ) (hw : ∀ p, 0 < w p) (x : R → ℝ)
    (n : P → R → ℂ) :
    BoundedAtSmallQ (transitionSum w x n) ↔ ∀ p, ∑ r, n p r = 0 := by
  constructor
  · rintro ⟨C, δ, hδ, hb⟩ p
    by_contra hp
    -- a net charge would push the quotient above C inside the interval
    have hgt := (tendsto_atTop_of_charged w hw x n p hp).eventually_gt_atTop C
    have hsmall : ∀ᶠ q : ℝ in 𝓝[≠] 0, |q| < δ :=
      eventually_nhdsWithin_of_eventually_nhds
        (Metric.eventually_nhds_iff.mpr
          ⟨δ, hδ, fun y hy => by simpa [Real.dist_eq] using hy⟩)
    have hne : ∀ᶠ q : ℝ in 𝓝[≠] 0, q ≠ 0 := self_mem_nhdsWithin
    obtain ⟨q, ⟨h1, h2⟩, h3⟩ := ((hgt.and hsmall).and hne).exists
    exact not_le_of_gt h1 (hb q h3 h2)
  · intro hn
    -- a finite limit bounds the quotient near zero
    have hlt := (tendsto_dipole_strength w x n hn).eventually_lt_const
      (lt_add_one (∑ p, w p * ‖dipole x (n p)‖ ^ 2))
    obtain ⟨δ, hδ, h⟩ := Metric.eventually_nhds_iff.mp (eventually_nhdsWithin_iff.mp hlt)
    exact ⟨_, δ, hδ, fun q hq hqδ => (h (by simpa [Real.dist_eq] using hqδ) hq).le⟩
```

In the first direction, `hgt`, `hsmall` and `hne` state that the quotient exceeds $C$, that $|q|<\delta$ and that $q\ne0$, each for all nonzero $q$ close enough to zero. Their conjunction yields one wavevector at which the assumed bound fails. In the second direction, `eventually_lt_const` supplies the bound $L+1$, and `Metric.eventually_nhds_iff` extracts the radius $\delta$.

## Augmentation turns the charge into a generalized overlap

It remains to see when ultrasoft pair densities are neutral. The projection of a smooth orbital $\varphi$ on a projector function $\beta$ is

$$\langle\beta|\varphi\rangle=\sum_r\beta(r)^*\varphi(r).$$

```lean
/-- The projection `⟨β|φ⟩` of a smooth orbital on a projector function. -/
def proj (β φ : R → ℂ) : ℂ := ∑ r, conj (β r) * φ r
```

With projectors $\beta_a$ and augmentation functions $Q_{ab}(r)$, the pair density of smooth orbitals $\varphi$ and $\psi$ is

$$n(r)=\varphi(r)^*\psi(r)+\sum_{ab}\langle\beta_a|\varphi\rangle^*\langle\beta_b|\psi\rangle\,Q_{ab}(r).$$

```lean
/-- The ultrasoft pair density: the smooth product `φ* ψ` plus augmentation functions
`Q_ab` weighted by the projections of the two orbitals. -/
def augmentedPair (β : A → R → ℂ) (Q : A → A → R → ℂ) (φ ψ : R → ℂ) (r : R) : ℂ :=
  conj (φ r) * ψ r + ∑ a, ∑ b, conj (proj (β a) φ) * proj (β b) ψ * Q a b r
```

The generalized overlap uses the same projections, but only the integrated augmentation charges:

$$\langle\varphi|S|\psi\rangle=\langle\varphi|\psi\rangle+\sum_{ab}\langle\beta_a|\varphi\rangle^*\langle\beta_b|\psi\rangle\sum_r Q_{ab}(r).$$

```lean
/-- The generalized overlap `⟨φ|S|ψ⟩`, in which the augmentation charges `∑ r, Q_ab(r)`
couple the projections. -/
def overlapS (β : A → R → ℂ) (Q : A → A → R → ℂ) (φ ψ : R → ℂ) : ℂ :=
  proj φ ψ + ∑ a, ∑ b, conj (proj (β a) φ) * proj (β b) ψ * ∑ r, Q a b r
```

The functions $\beta_a$ and $Q_{ab}$ are arbitrary. How a pseudopotential generator constructs them from all-electron orbitals is not part of the model.

Summing the pair density over the grid and exchanging the finite sums gives

$$\sum_r n(r)=\langle\varphi|\psi\rangle+\sum_{ab}\langle\beta_a|\varphi\rangle^*\langle\beta_b|\psi\rangle\sum_r Q_{ab}(r)=\langle\varphi|S|\psi\rangle .$$

```lean
/-- The total charge of an ultrasoft pair density is the generalized overlap of its
two orbitals. -/
theorem augmentedPair_charge (β : A → R → ℂ) (Q : A → A → R → ℂ) (φ ψ : R → ℂ) :
    ∑ r, augmentedPair β Q φ ψ r = overlapS β Q φ ψ := by
  simp only [augmentedPair, overlapS, Finset.sum_add_distrib, Finset.mul_sum]
  congr 1
  rw [Finset.sum_comm]
  exact Finset.sum_congr rfl fun a _ => Finset.sum_comm
```

The two uses of `Finset.sum_comm` move the sum over $r$ past the sums over $a$ and $b$.

Let transition $p$ now connect the smooth orbitals $\varphi_p$ and $\psi_p$. Inserting the charge into the equivalence gives, for positive weights,

$$\frac{X(q)}{q^2}\ \text{bounded at small } q\neq0\quad\Longleftrightarrow\quad\langle\varphi_p|S|\psi_p\rangle=0\ \text{ for every } p .$$

```lean
/-- For positive weights and ultrasoft pair densities, `X(q)/q²` is bounded at small nonzero `q` if
and only if the two orbitals of every transition are orthogonal in the generalized overlap. -/
theorem bounded_iff_S_orthogonal (w : P → ℝ) (hw : ∀ p, 0 < w p) (x : R → ℝ)
    (β : A → R → ℂ) (Q : A → A → R → ℂ) (φ ψ : P → R → ℂ) :
    BoundedAtSmallQ (transitionSum w x fun p => augmentedPair β Q (φ p) (ψ p)) ↔
      ∀ p, overlapS β Q (φ p) (ψ p) = 0 := by
  rw [bounded_iff_neutral w hw]
  simp only [augmentedPair_charge]

end

end UltrasoftLongWavelength
```

Augmentation therefore does not make a pair density neutral by itself. It makes the total charge equal to the generalized overlap, and the charge vanishes when the two orbitals are $S$-orthogonal. That orthogonality is a condition on the orbitals, which distinct eigenstates of the ultrasoft generalized eigenvalue problem satisfy when their energies differ.

For response calculations, within this finite model with $q$-independent pair densities, suppose that the two orbitals of every transition are $S$-orthogonal and that the weights are positive. If the augmentation charges in the pair densities equal those in $S$, every transition is neutral and the quotient stays bounded. A mismatch that leaves even one transition charged produces a spurious $1/q^2$ divergence. In exact exchange, the pair density of an orbital with itself has charge $\langle\varphi|S|\varphi\rangle=1$ under the usual normalisation. Such a term belongs to the divergent case even when the augmentation charges match: its squared form factor divided by $q^2$ has no finite limit that could serve as its value at $q=0$.

```lean
#print axioms UltrasoftLongWavelength.bounded_iff_neutral
-- 'UltrasoftLongWavelength.bounded_iff_neutral' depends on axioms: [propext, Classical.choice, Quot.sound]
#print axioms UltrasoftLongWavelength.bounded_iff_S_orthogonal
-- 'UltrasoftLongWavelength.bounded_iff_S_orthogonal' depends on axioms: [propext, Classical.choice, Quot.sound]
```
